# With more independent draws, the expected exponential-averaging estimate never rises

To check the convergence of a free-energy difference obtained by exponential averaging, one can take independent work values $W$ from one and the same distribution, in units of $kT$, split them into blocks of $N$, compute $-\log\big(\tfrac1N\sum e^{-W}\big)$ in each block, average over the blocks, and repeat with larger $N$. If the work takes finitely many values, the expectation of that average can only fall or stay the same as $N$ grows.

In Lean 4 with Mathlib:

```lean
import Mathlib

open Finset

namespace ExponentialAveraging

noncomputable section

variable {Ω : Type*}

/-- The exponential average `(1/N) ∑ exp(-W)` over a sample of `N ≥ 1` draws, with the work `W`
in units of `kT`. -/
def expBar (W : Ω → ℝ) {N : ℕ} (x : Fin N → Ω) : ℝ :=
  (∑ i, Real.exp (-W (x i))) / N

/-- The free-energy estimate `-log ((1/N) ∑ exp(-W))` from a sample of `N ≥ 1` draws. -/
def estimate (W : Ω → ℝ) {N : ℕ} (x : Fin N → Ω) : ℝ :=
  -Real.log (expBar W x)

/-- The sample that remains when draw number `k` is deleted. -/
def leaveOut {N : ℕ} (k : Fin (N + 1)) (x : Fin (N + 1) → Ω) : Fin N → Ω :=
  fun i => x (k.succAbove i)

/-- The expectation of `f` over `N` independent draws, each with probabilities `p`. -/
def expect [Fintype Ω] (p : Ω → ℝ) (N : ℕ) (f : (Fin N → Ω) → ℝ) : ℝ :=
  ∑ x : Fin N → Ω, (∏ i, p (x i)) * f x

/-- The expected free-energy estimate from `N ≥ 1` independent draws. -/
def meanEstimate [Fintype Ω] (p W : Ω → ℝ) (N : ℕ) : ℝ :=
  expect p N (estimate W)

/-- The exponential average over at least one draw is positive. -/
theorem expBar_pos (W : Ω → ℝ) {N : ℕ} (hN : 0 < N) (x : Fin N → Ω) : 0 < expBar W x :=
  div_pos (Finset.sum_pos (fun _ _ => Real.exp_pos _) ⟨⟨0, hN⟩, Finset.mem_univ _⟩)
    (Nat.cast_pos.mpr hN)

/-- For `N ≥ 1`, the exponential average over `N + 1` draws is the mean of the `N + 1` averages
obtained by deleting one draw. -/
theorem sum_expBar_leaveOut (W : Ω → ℝ) {N : ℕ} (hN : 0 < N) (x : Fin (N + 1) → Ω) :
    ∑ k, expBar W (leaveOut k x) = ((N : ℝ) + 1) * expBar W x := by
  have hN' : (N : ℝ) ≠ 0 := Nat.cast_ne_zero.mpr hN.ne'
  have hN1 : (N : ℝ) + 1 ≠ 0 := by positivity
  have h : ∀ k, expBar W (leaveOut k x)
      = ((∑ i, Real.exp (-W (x i))) - Real.exp (-W (x k))) / N := by
    intro k
    have hk : ∑ i, Real.exp (-W (x i)) = Real.exp (-W (x k))
        + ∑ i : Fin N, Real.exp (-W (x (k.succAbove i))) :=
      Fin.sum_univ_succAbove _ k
    rw [hk, add_sub_cancel_left]
    rfl
  rw [Finset.sum_congr rfl fun k _ => h k, ← Finset.sum_div, Finset.sum_sub_distrib,
    Finset.sum_const, Finset.card_univ, Fintype.card_fin, nsmul_eq_mul]
  unfold expBar
  push_cast
  generalize ∑ i, Real.exp (-W (x i)) = S
  rw [mul_div_cancel₀ S hN1, div_eq_iff hN']
  ring

/-- Jensen's inequality for one sample of `N + 1` draws, `N ≥ 1`: the estimate is at most the mean
of its leave-one-out estimates, and is below it if some leave-one-out average differs from the
full exponential average. -/
theorem estimate_jensen (W : Ω → ℝ) {N : ℕ} (hN : 0 < N) (x : Fin (N + 1) → Ω) :
    ((N : ℝ) + 1) * estimate W x ≤ ∑ k, estimate W (leaveOut k x) ∧
    ∀ k, expBar W (leaveOut k x) ≠ expBar W x →
      ((N : ℝ) + 1) * estimate W x < ∑ k, estimate W (leaveOut k x) := by
  have hA := expBar_pos W N.succ_pos x
  -- the tangent line of `-log` at the full average is nowhere above `-log`
  have tangent : ∀ k, estimate W x + (1 - expBar W (leaveOut k x) / expBar W x)
      ≤ estimate W (leaveOut k x) := by
    intro k
    have ha := expBar_pos W hN (leaveOut k x)
    have h := Real.log_le_sub_one_of_pos (div_pos ha hA)
    rw [Real.log_div ha.ne' hA.ne'] at h
    unfold estimate
    linarith
  -- the linear terms cancel in the sum
  have hsum : ∑ k, (estimate W x + (1 - expBar W (leaveOut k x) / expBar W x))
      = ((N : ℝ) + 1) * estimate W x := by
    rw [Finset.sum_add_distrib, Finset.sum_sub_distrib, ← Finset.sum_div,
      sum_expBar_leaveOut W hN x, mul_div_assoc, div_self hA.ne']
    simp
  rw [← hsum]
  refine ⟨Finset.sum_le_sum fun k _ => tangent k, fun k hk => ?_⟩
  refine Finset.sum_lt_sum (fun j _ => tangent j) ⟨k, Finset.mem_univ _, ?_⟩
  have ha := expBar_pos W hN (leaveOut k x)
  have h := Real.log_lt_sub_one_of_pos (div_pos ha hA)
    (fun h => hk ((div_eq_one_iff_eq hA.ne').1 h))
  rw [Real.log_div ha.ne' hA.ne'] at h
  unfold estimate
  linarith

variable [Fintype Ω] {p : Ω → ℝ}

/-- If the probabilities sum to one, deleting one of `N + 1` independent draws leaves `N`
independent draws. -/
theorem expect_leaveOut (h1 : ∑ ω, p ω = 1) {N : ℕ} (f : (Fin N → Ω) → ℝ) (k : Fin (N + 1)) :
    expect p (N + 1) (fun x => f (leaveOut k x)) = expect p N f := by
  unfold expect
  rw [← (Fin.insertNthEquiv (fun _ => Ω) k).sum_comp, Fintype.sum_prod_type]
  have key : ∀ (a : Ω) (y : Fin N → Ω),
      (∏ i, p (Fin.insertNthEquiv (fun _ => Ω) k (a, y) i))
        * f (leaveOut k (Fin.insertNthEquiv (fun _ => Ω) k (a, y)))
      = p a * ((∏ i, p (y i)) * f y) := by
    intro a y
    have e0 : Fin.insertNthEquiv (fun _ => Ω) k (a, y) k = a := by simp
    have e1 : ∀ i, Fin.insertNthEquiv (fun _ => Ω) k (a, y) (k.succAbove i) = y i := by simp
    have e2 : leaveOut k (Fin.insertNthEquiv (fun _ => Ω) k (a, y)) = y := funext e1
    rw [e2, Fin.prod_univ_succAbove _ k, e0, Finset.prod_congr rfl fun i _ => congrArg p (e1 i)]
    ring
  refine (Finset.sum_congr rfl fun a _ => Finset.sum_congr rfl fun y _ => key a y).trans ?_
  simp_rw [← Finset.mul_sum]
  rw [← Finset.sum_mul, h1, one_mul]

/-- If the probabilities sum to one, the `N + 1` leave-one-out values of a statistic have a total
expectation of `N + 1` times its `N`-draw expectation. -/
theorem expect_sum_leaveOut (h1 : ∑ ω, p ω = 1) {N : ℕ} (f : (Fin N → Ω) → ℝ) :
    expect p (N + 1) (fun x => ∑ k, f (leaveOut k x)) = ((N : ℝ) + 1) * expect p N f := by
  have h : expect p (N + 1) (fun x => ∑ k, f (leaveOut k x))
      = ∑ k, expect p (N + 1) (fun x => f (leaveOut k x)) := by
    simp only [expect, Finset.mul_sum]
    exact Finset.sum_comm
  rw [h, Finset.sum_congr rfl fun k _ => expect_leaveOut h1 f k]
  simp

/-- For a probability distribution `p` and `N ≥ 1`, one more draw does not raise the expected
free-energy estimate. -/
theorem meanEstimate_succ_le (hp : ∀ ω, 0 ≤ p ω) (h1 : ∑ ω, p ω = 1) (W : Ω → ℝ)
    {N : ℕ} (hN : 0 < N) : meanEstimate p W (N + 1) ≤ meanEstimate p W N := by
  have h : ((N : ℝ) + 1) * meanEstimate p W (N + 1) ≤ ((N : ℝ) + 1) * meanEstimate p W N := by
    unfold meanEstimate
    rw [← expect_sum_leaveOut (N := N) h1 (estimate W)]
    unfold expect
    rw [Finset.mul_sum]
    refine Finset.sum_le_sum fun x _ => ?_
    have hw : 0 ≤ ∏ i, p (x i) := Finset.prod_nonneg fun i _ => hp (x i)
    rw [mul_left_comm]
    exact mul_le_mul_of_nonneg_left (estimate_jensen W hN x).1 hw
  exact le_of_mul_le_mul_left h (by positivity)

/-- For a probability distribution `p` and `N ≥ 1`, one more draw lowers the expected estimate
if two outcomes of positive probability have different work values. -/
theorem meanEstimate_succ_lt (hp : ∀ ω, 0 ≤ p ω) (h1 : ∑ ω, p ω = 1) (W : Ω → ℝ)
    {N : ℕ} (hN : 0 < N) {a b : Ω} (ha : 0 < p a) (hb : 0 < p b) (hW : W a ≠ W b) :
    meanEstimate p W (N + 1) < meanEstimate p W N := by
  have hN' : (N : ℝ) ≠ 0 := Nat.cast_ne_zero.mpr hN.ne'
  -- a sample with one draw of `a` and `N` draws of `b`
  obtain ⟨x, hx0, hxs⟩ : ∃ x : Fin (N + 1) → Ω, x 0 = a ∧ ∀ i : Fin N, x i.succ = b :=
    ⟨Fin.cons a fun _ => b, rfl, fun _ => rfl⟩
  have hne : expBar W (leaveOut 0 x) ≠ expBar W x := by
    intro h
    have e0 : expBar W (leaveOut 0 x) = Real.exp (-W b) := by
      simp [expBar, leaveOut, hxs, hN']
    have e1 : expBar W x = (Real.exp (-W a) + N * Real.exp (-W b)) / ((N : ℝ) + 1) := by
      simp [expBar, Fin.sum_univ_succ, hx0, hxs]
    rw [e0, e1, eq_div_iff (by positivity)] at h
    have h' : Real.exp (-W a) = Real.exp (-W b) := by linarith
    exact hW (neg_injective (Real.exp_injective h'))
  have hx : 0 < ∏ i, p (x i) := by
    rw [Fin.prod_univ_succ, hx0]
    exact mul_pos ha (Finset.prod_pos fun i _ => by rw [hxs i]; exact hb)
  have h : ((N : ℝ) + 1) * meanEstimate p W (N + 1) < ((N : ℝ) + 1) * meanEstimate p W N := by
    unfold meanEstimate
    rw [← expect_sum_leaveOut (N := N) h1 (estimate W)]
    unfold expect
    rw [Finset.mul_sum]
    refine Finset.sum_lt_sum (fun y _ => ?_) ⟨x, Finset.mem_univ _, ?_⟩
    · have hw : 0 ≤ ∏ i, p (y i) := Finset.prod_nonneg fun i _ => hp (y i)
      rw [mul_left_comm]
      exact mul_le_mul_of_nonneg_left (estimate_jensen W hN y).1 hw
    · rw [mul_left_comm]
      exact mul_lt_mul_of_pos_left ((estimate_jensen W hN x).2 0 hne) hx
  exact lt_of_mul_lt_mul_left h (by positivity)

/-- For a probability distribution `p`, the expected exponential-averaging estimate is
nonincreasing in the number of independent draws, from one draw on. -/
theorem meanEstimate_antitone (hp : ∀ ω, 0 ≤ p ω) (h1 : ∑ ω, p ω = 1) (W : Ω → ℝ)
    {M N : ℕ} (hM : 0 < M) (hMN : M ≤ N) : meanEstimate p W N ≤ meanEstimate p W M := by
  induction N, hMN using Nat.le_induction with
  | base => exact le_rfl
  | succ n hn ih => exact (meanEstimate_succ_le hp h1 W (hM.trans_le hn)).trans ih

/-- For a probability distribution `p` and `N ≥ 1`, one more draw leaves the expected estimate
unchanged exactly when all outcomes of positive probability have the same work value. -/
theorem meanEstimate_succ_eq_iff (hp : ∀ ω, 0 ≤ p ω) (h1 : ∑ ω, p ω = 1) (W : Ω → ℝ)
    {N : ℕ} (hN : 0 < N) : meanEstimate p W (N + 1) = meanEstimate p W N ↔
      ∀ a b, 0 < p a → 0 < p b → W a = W b := by
  constructor
  · intro h a b ha hb
    by_contra hW
    exact (meanEstimate_succ_lt hp h1 W hN ha hb hW).ne h
  · intro h
    obtain ⟨a, ha⟩ : ∃ a, 0 < p a := by
      by_contra! hneg
      have := Finset.sum_nonpos fun ω (_ : ω ∈ Finset.univ) => hneg ω
      linarith
    have hconst : ∀ M, expect p M (fun _ => W a) = W a := by
      intro M
      induction M with
      | zero => simp [expect]
      | succ n ih => exact (expect_leaveOut h1 (fun _ => W a) 0).trans ih
    -- every sample of nonzero probability returns the common work value
    have key : ∀ M, 0 < M → meanEstimate p W M = W a := by
      intro M hM
      have hM' : (M : ℝ) ≠ 0 := Nat.cast_ne_zero.mpr hM.ne'
      refine Eq.trans (Finset.sum_congr rfl fun x _ => ?_) (hconst M)
      by_cases hx : ∏ i, p (x i) = 0
      · rw [hx, zero_mul, zero_mul]
      · have hW : ∀ i, W (x i) = W a := fun i =>
          h _ _ (lt_of_le_of_ne (hp _)
            (Ne.symm (Finset.prod_ne_zero_iff.1 hx i (Finset.mem_univ i)))) ha
        have he : estimate W x = W a := by simp [estimate, expBar, hW, hM']
        rw [he]
    rw [key _ N.succ_pos, key _ hN]

/-- For a probability distribution `p` and `N ≥ 1`, the expected exponential-averaging estimate
is at most the mean work. -/
theorem meanEstimate_le_mean_work (hp : ∀ ω, 0 ≤ p ω) (h1 : ∑ ω, p ω = 1) (W : Ω → ℝ)
    {N : ℕ} (hN : 0 < N) : meanEstimate p W N ≤ ∑ ω, p ω * W ω := by
  -- a single draw returns its own work value
  have hone : meanEstimate p W 1 = ∑ ω, p ω * W ω := by
    unfold meanEstimate expect
    rw [← (Equiv.funUnique (Fin 1) Ω).symm.sum_comp]
    simp [estimate, expBar]
  exact hone ▸ meanEstimate_antitone hp h1 W one_pos hN

end

end ExponentialAveraging
```

```lean
#print axioms ExponentialAveraging.meanEstimate_antitone
#print axioms ExponentialAveraging.meanEstimate_succ_eq_iff
#print axioms ExponentialAveraging.meanEstimate_le_mean_work
```

```
'ExponentialAveraging.meanEstimate_antitone' depends on axioms: [propext, Classical.choice, Quot.sound]
'ExponentialAveraging.meanEstimate_succ_eq_iff' depends on axioms: [propext, Classical.choice, Quot.sound]
'ExponentialAveraging.meanEstimate_le_mean_work' depends on axioms: [propext, Classical.choice, Quot.sound]
```

## Expected estimates at different sample sizes

Write $E_N$ for the expected estimate from $N$ draws, `meanEstimate p W N` in the code. For every $N\ge 1$:

- $E_{N+1}\le E_N$ (`meanEstimate_succ_le`), and hence $E_N\le E_M$ whenever $1\le M\le N$ (`meanEstimate_antitone`).
- $E_{N+1}=E_N$ exactly when all outcomes of positive probability have the same work value (`meanEstimate_succ_eq_iff`).
- $E_N$ is at most the mean work $\sum_\omega p(\omega)W(\omega)$ (`meanEstimate_le_mean_work`).

In a convergence check under these assumptions, a systematic downward drift with block size can therefore arise from the finite block size alone and need not signal faulty sampling.

## Work values, probabilities and samples

The finite type `Ω` holds the possible outcomes, such as switching trajectories in a discretised model. The function `W` gives the work of each outcome in units of $kT$, so the estimate is in the same units. The hypotheses `hp` and `h1` say that `p` is a probability distribution.

A sample is a function `x : Fin N → Ω`, with draws numbered from 0. Independence enters through its weight $\prod_i p(x_i)$, and `expect` sums over all samples with these weights. The condition `0 < N` excludes the empty sample, which has no average.

Reading the estimate as a free-energy difference needs a physical input such as the Jarzynski equality, which the theorems neither use nor prove. Correlated samples and continuous work distributions are not covered, nor is the rate at which $E_N$ falls. The results concern expectations, so a single run may still move upwards when data are added. That $E_N$ is never below $-\log\sum_\omega p(\omega)e^{-W(\omega)}$, which would make the decrease a shrinking of the bias, is a separate consequence of Jensen's inequality and is not proved here.

## Deleting one draw at a time

Let $N\ge1$, take a sample $x_0,\dots,x_N$ and put $S=\sum_i e^{-W(x_i)}$. The full average is $A=S/(N+1)$, and the average without draw $k$ is $A_k=(S-e^{-W(x_k)})/N$. Summing over $k$ gives

$$\sum_{k=0}^{N}A_k=\frac{(N+1)S-S}{N}=S=(N+1)A,$$

which is `sum_expBar_leaveOut`.

Since $\log t\le t-1$ for $t>0$, setting $t=A_k/A$ yields

$$-\log A_k\ \ge\ -\log A+1-\frac{A_k}{A}.$$

This is the step `tangent` in `estimate_jensen`. In the sum over $k$ the linear terms cancel (`hsum`), leaving

$$\sum_{k=0}^{N}(-\log A_k)\ \ge\ -(N+1)\log A .$$

The inequality is strict if some $A_k\ne A$, because $\log t<t-1$ for $t\neq1$.

Now take expectations. The quantity $-\log A_k$ does not depend on $x_k$, so summing over $x_k$ gives a factor $\sum_\omega p(\omega)=1$ and leaves $E_N$. The lemma `expect_leaveOut` does this by using `Fin.insertNthEquiv` to split a sample into the deleted draw and the rest. Adding the $N+1$ terms gives $(N+1)E_N\ge(N+1)E_{N+1}$, and division by $N+1$ gives the one-step result. Induction extends it to all larger samples.

For strictness, let $a$ and $b$ have positive probability and $W(a)\ne W(b)$. The sample with $x_0=a$ and all other draws equal to $b$ has probability $p(a)p(b)^N>0$. For it,

$$A_0=e^{-W(b)},\qquad A=\frac{e^{-W(a)}+Ne^{-W(b)}}{N+1},$$

and these differ, so `meanEstimate_succ_lt` follows. Conversely, if all outcomes of positive probability have work $w$, every sample of positive probability returns $w$, and $E_N=w$ for all $N\ge1$.

## From one draw to two

A single draw returns its own work value, so $E_1$ is the mean work; monotonicity then gives the upper bound on every $E_N$. For two equally likely outcomes with work $u$ and $v$, half of the two-draw samples are mixed, and

$$E_1-E_2=\tfrac12\log\cosh\frac{u-v}{2}.$$

The drop vanishes only for $u=v$ and grows with the spread of the work values.
